# For a finite-dimensional Hermitian Hamiltonian, an eigenstate has nonnegative energy curvature under all unitary rotations exactly when it is a ground state

## Two levels and one angle

Take two orthonormal eigenstates \(\psi\) and \(\varphi\) of a Hamiltonian, with energies \(E\) and \(\mu\). Turning \(\psi\) towards \(\varphi\) by an angle \(t\) gives \(\cos t\,\psi+\sin t\,\varphi\), whose energy is

\[
E\cos^2 t+\mu\sin^2 t = E+(\mu-E)\sin^2 t .
\]

At \(t=0\) the slope is zero and the second derivative is \(2(\mu-E)\). The slope cannot tell the two states apart, but the sign of the second derivative shows whether \(\varphi\) lies above or below \(\psi\).

With more levels, the state is rotated by \(e^{tK}\), where \(K\) is anti-Hermitian. For a Hermitian Hamiltonian \(H\) with \(H\psi=E\psi\) and \(\|\psi\|=1\), the energy along the rotation is

\[
\mathcal E(t)=\langle\psi,e^{-tK}He^{tK}\psi\rangle,\qquad
\mathcal E'(0)=\langle\psi,[H,K]\psi\rangle,\qquad
\mathcal E''(0)=\langle\psi,[[H,K],K]\psi\rangle .
\]

The generalised Brillouin condition \(\mathcal E'(0)=0\) holds for every eigenstate, since both terms of the commutator give \(E\langle\psi,K\psi\rangle\). The question is what the second derivative says about the position of \(E\) in the spectrum.

The states live in a complex inner product space `V`, with the inner product linear in its second argument.

```lean
import Mathlib

open scoped InnerProductSpace

namespace BrillouinSecondOrder

noncomputable section

variable {V : Type*} [NormedAddCommGroup V] [InnerProductSpace ℂ V]
```

## The double commutator as an energy curvature

The commutator is \([A,B]=AB-BA\).

```lean
/-- The commutator `[A, B] = AB - BA` of two operators. -/
def comm (A B : V →ₗ[ℂ] V) : V →ₗ[ℂ] V := A * B - B * A
```

The generator of a unitary rotation satisfies \(\langle Kx,y\rangle=-\langle x,Ky\rangle\) for all \(x,y\).

```lean
/-- An operator `K` is anti-Hermitian if `⟨K x, y⟩ = -⟨x, K y⟩` for all `x` and `y`. -/
def IsAntiHermitian (K : V →ₗ[ℂ] V) : Prop :=
  ∀ x y : V, ⟪K x, y⟫_ℂ = -⟪x, K y⟫_ℂ
```

The second derivative is represented by \(\langle\psi,[[H,K],K]\psi\rangle\).

```lean
/-- The expectation value `⟨ψ, [[H, K], K] ψ⟩` of the double commutator. -/
def curvature (H K : V →ₗ[ℂ] V) (ψ : V) : ℂ := ⟪ψ, comm (comm H K) K ψ⟫_ℂ
```

The name `curvature` stands for this complex number, with no factor \(1/2\). Its identification with \(\mathcal E''(0)\) is the step from the Lean model to the energy of a rotated state; it rests on the differentiation above, as the code contains no exponential and no derivative.

An energy level is a real \(\mu\) for which \(H\varphi=\mu\varphi\) has a nonzero solution \(\varphi\).

```lean
/-- The energy levels of `H`: the real numbers `μ` with `H φ = μ φ` for some nonzero `φ`. -/
def energyLevels (H : V →ₗ[ℂ] V) : Set ℝ := {μ | ∃ φ : V, φ ≠ 0 ∧ H φ = (μ : ℂ) • φ}
```

## A generator that mixes two states

The two-level rotation is generated by \(K=|\varphi\rangle\langle\psi|-|\psi\rangle\langle\varphi|\), that is,

\[
Kx=\langle\psi,x\rangle\varphi-\langle\varphi,x\rangle\psi .
\]

```lean
/-- The operator `|φ⟩⟨ψ| - |ψ⟩⟨φ|`, which generates a rotation mixing `ψ` with `φ`. -/
def rotation (ψ φ : V) : V →ₗ[ℂ] V where
  toFun x := ⟪ψ, x⟫_ℂ • φ - ⟪φ, x⟫_ℂ • ψ
  map_add' x y := by
    simp only [inner_add_right]
    module
  map_smul' c x := by
    simp only [inner_smul_right, RingHom.id_apply]
    module
```

Here `rotation` names the generator, not the unitary \(e^{tK}\), and \(\varphi\) may be any vector, neither normalised nor orthogonal to \(\psi\). The proof fields establish linearity.

Anti-Hermiticity follows by moving the coefficients out of the inner products:

\[
\langle Kx,y\rangle=\langle x,\psi\rangle\langle\varphi,y\rangle-\langle x,\varphi\rangle\langle\psi,y\rangle=-\langle x,Ky\rangle .
\]

```lean
/-- The generator `|φ⟩⟨ψ| - |ψ⟩⟨φ|` is anti-Hermitian. -/
theorem rotation_antiHermitian (ψ φ : V) : IsAntiHermitian (rotation ψ φ) := by
  intro x y
  change ⟪⟪ψ, x⟫_ℂ • φ - ⟪φ, x⟫_ℂ • ψ, y⟫_ℂ = -⟪x, ⟪ψ, y⟫_ℂ • φ - ⟪φ, y⟫_ℂ • ψ⟫_ℂ
  simp only [inner_sub_left, inner_sub_right, inner_smul_left, inner_smul_right,
    inner_conj_symm]
  ring
```

## The curvature measures the energy of \(K\psi\) relative to \(E\)

Expanding the double commutator gives

\[
[[H,K],K]=HK^2-2KHK+K^2H .
\]

In the first term \(H\) acts to the left on \(\psi\), and in the last it acts to the right. Each gives \(E\langle\psi,K^2\psi\rangle=-E\langle K\psi,K\psi\rangle\). In the middle term, \(\langle\psi,KHK\psi\rangle=-\langle K\psi,HK\psi\rangle\). Therefore

\[
\langle\psi,[[H,K],K]\psi\rangle
=2\langle K\psi,HK\psi\rangle-2E\langle K\psi,K\psi\rangle
=2\langle K\psi,(H-E)K\psi\rangle .
\]

```lean
/-- For Hermitian `H`, anti-Hermitian `K` and `H ψ = E ψ` with `E` real, the double commutator
has expectation value `2⟨K ψ, (H - E) K ψ⟩`. -/
theorem curvature_eq {H K : V →ₗ[ℂ] V} {ψ : V} {E : ℝ} (hH : H.IsSymmetric)
    (hK : IsAntiHermitian K) (hψ : H ψ = (E : ℂ) • ψ) :
    curvature H K ψ = 2 * ⟪K ψ, H (K ψ) - (E : ℂ) • K ψ⟫_ℂ := by
  have expand : comm (comm H K) K ψ
      = H (K (K ψ)) - K (H (K ψ)) - (K (H (K ψ)) - K (K (H ψ))) := by
    simp only [comm, LinearMap.sub_apply, Module.End.mul_apply, map_sub]
  -- let `H` act to the left on its eigenvector
  have a : ⟪ψ, H (K (K ψ))⟫_ℂ = (E : ℂ) * ⟪ψ, K (K ψ)⟫_ℂ := by
    rw [← hH ψ (K (K ψ)), hψ, inner_smul_left, Complex.conj_ofReal]
  -- move one factor of `K` to the left
  have b := hK ψ (H (K ψ))
  have c := hK ψ (K ψ)
  unfold curvature
  rw [expand, hψ]
  simp only [map_smul, inner_sub_right, inner_smul_right]
  linear_combination a - 2 * b + 2 * (E : ℂ) * c
```

The hypothesis `H.IsSymmetric` is Hermiticity, \(\langle Hx,y\rangle=\langle x,Hy\rangle\). The equation `a` lets \(H\) act to the left, while `b` and `c` move one factor of \(K\) across the inner product. The final `linear_combination` adds them with the coefficients of the calculation above. Neither finite dimension nor normalisation of \(\psi\) is used.

## A lower level gives a direction of negative curvature

For the mixing generator and a unit vector \(\psi\),

\[
K\psi=\varphi-\langle\varphi,\psi\rangle\psi .
\]

Since \((H-E)\psi=0\), the second term disappears when \(H-E\) acts on it, so \((H-E)K\psi=(H-E)\varphi\). On the left it disappears too, because \(\langle\psi,(H-E)\varphi\rangle=\langle(H-E)\psi,\varphi\rangle=0\). The curvature is thus

\[
2\langle\varphi,(H-E)\varphi\rangle .
\]

```lean
/-- For Hermitian `H` and a unit eigenvector `ψ` with energy `E`, the rotation mixing `ψ` with
any vector `φ` has curvature `2⟨φ, (H - E) φ⟩`. -/
theorem curvature_rotation {H : V →ₗ[ℂ] V} {ψ : V} {E : ℝ} (hH : H.IsSymmetric)
    (hψ : H ψ = (E : ℂ) • ψ) (hunit : ‖ψ‖ = 1) (φ : V) :
    curvature H (rotation ψ φ) ψ = 2 * ⟪φ, H φ - (E : ℂ) • φ⟫_ℂ := by
  have hn : ⟪ψ, ψ⟫_ℂ = 1 := by
    have h : ⟪ψ, ψ⟫_ℂ = ((‖ψ‖ : ℝ) : ℂ) ^ 2 := inner_self_eq_norm_sq_to_K ψ
    rw [h, hunit]
    norm_num
  have hr : rotation ψ φ ψ = φ - ⟪φ, ψ⟫_ℂ • ψ := by
    change ⟪ψ, ψ⟫_ℂ • φ - ⟪φ, ψ⟫_ℂ • ψ = _
    rw [hn, one_smul]
  -- the component along `ψ` is annihilated by `H - E`, from the right and from the left
  have hright : H (φ - ⟪φ, ψ⟫_ℂ • ψ) - (E : ℂ) • (φ - ⟪φ, ψ⟫_ℂ • ψ)
      = H φ - (E : ℂ) • φ := by
    rw [map_sub, map_smul, hψ]
    module
  have hleft : ⟪ψ, H φ - (E : ℂ) • φ⟫_ℂ = 0 := by
    rw [inner_sub_right, inner_smul_right, ← hH ψ φ, hψ, inner_smul_left,
      Complex.conj_ofReal, sub_self]
  rw [curvature_eq hH (rotation_antiHermitian ψ φ) hψ, hr, hright, inner_sub_left,
    inner_smul_left, hleft, mul_zero, sub_zero]
```

The equations `hright` and `hleft` are these two cancellations.

If \(H\varphi=\mu\varphi\), the expression becomes

\[
2(\mu-E)\|\varphi\|^2 ,
\]

which for normalised \(\varphi\) is the two-level value \(2(\mu-E)\).

```lean
/-- For Hermitian `H` and a unit eigenvector `ψ` with energy `E`, the rotation mixing `ψ` with
an eigenvector `φ` of energy `μ` has curvature `2(μ - E)‖φ‖²`. -/
theorem curvature_toward_level {H : V →ₗ[ℂ] V} {ψ φ : V} {E μ : ℝ} (hH : H.IsSymmetric)
    (hψ : H ψ = (E : ℂ) • ψ) (hunit : ‖ψ‖ = 1) (hφ : H φ = (μ : ℂ) • φ) :
    curvature H (rotation ψ φ) ψ = ((2 * (μ - E) * ‖φ‖ ^ 2 : ℝ) : ℂ) := by
  have h : ⟪φ, φ⟫_ℂ = ((‖φ‖ : ℝ) : ℂ) ^ 2 := inner_self_eq_norm_sq_to_K φ
  rw [curvature_rotation hH hψ hunit, hφ, inner_sub_right, inner_smul_right,
    inner_smul_right, h]
  push_cast
  ring
```

## Level differences in the eigenbasis

From here on \(V\) has finite dimension \(n\). Let \(e_i\), with \(i=0,\dots,n-1\), be an orthonormal eigenbasis of \(H\) with eigenvalues \(\varepsilon_i\). Hermiticity gives

\[
\langle e_i,(H-E)x\rangle=(\varepsilon_i-E)\langle e_i,x\rangle .
\]

```lean
variable [FiniteDimensional ℂ V]

/-- In the eigenbasis of a Hermitian `H`, the operator `H - E` multiplies each component of a vector
by the corresponding eigenvalue minus `E`, for any real `E`. -/
theorem gap_component {H : V →ₗ[ℂ] V} (hH : H.IsSymmetric) (E : ℝ) (x : V)
    (i : Fin (Module.finrank ℂ V)) :
    ⟪hH.eigenvectorBasis rfl i, H x - (E : ℂ) • x⟫_ℂ
      = ((hH.eigenvalues rfl i - E : ℝ) : ℂ) * ⟪hH.eigenvectorBasis rfl i, x⟫_ℂ := by
  have hb : H (hH.eigenvectorBasis rfl i)
      = ((hH.eigenvalues rfl i : ℝ) : ℂ) • hH.eigenvectorBasis rfl i :=
    hH.apply_eigenvectorBasis rfl i
  rw [inner_sub_right, inner_smul_right, ← hH _ x, hb, inner_smul_left, Complex.conj_ofReal]
  push_cast
  ring
```

In Lean, \(e_i\) is `hH.eigenvectorBasis rfl i` and \(\varepsilon_i\) is `hH.eigenvalues rfl i`.

Inserting the resolution of the identity between \(x\) and \((H-E)x\) yields

\[
\langle x,(H-E)x\rangle=\sum_i(\varepsilon_i-E)\,|\langle e_i,x\rangle|^2 ,
\]

which is real.

```lean
/-- For Hermitian `H`, real `E` and any vector `x`, `⟨x, (H - E) x⟩` is the sum over the eigenbasis
of the eigenvalue minus `E`, times the squared modulus of the component of `x`. -/
theorem gap_expansion {H : V →ₗ[ℂ] V} (hH : H.IsSymmetric) (E : ℝ) (x : V) :
    ⟪x, H x - (E : ℂ) • x⟫_ℂ = ((∑ i : Fin (Module.finrank ℂ V),
      (hH.eigenvalues rfl i - E) * ‖⟪hH.eigenvectorBasis rfl i, x⟫_ℂ‖ ^ 2 : ℝ) : ℂ) := by
  rw [← (hH.eigenvectorBasis rfl).sum_inner_mul_inner x (H x - (E : ℂ) • x),
    Complex.ofReal_sum]
  refine Finset.sum_congr rfl fun i _ => ?_
  have h := Complex.conj_mul' ⟪hH.eigenvectorBasis rfl i, x⟫_ℂ
  rw [inner_conj_symm] at h
  rw [gap_component hH E x i, Complex.ofReal_mul, Complex.ofReal_pow]
  linear_combination ((hH.eigenvalues rfl i - E : ℝ) : ℂ) * h
```

The resolution of the identity is `sum_inner_mul_inner`, and the previous lemma is then applied term by term.

If no level lies below \(E\), then \(\varepsilon_i-E\ge0\) for each \(i\), and every term satisfies

\[
(\varepsilon_i-E)\,|\langle e_i,x\rangle|^2\ge0 .
\]

```lean
/-- If `E` is a lower bound of the energy levels of a Hermitian `H`, every term of the
expansion of `⟨x, (H - E) x⟩` in the eigenbasis is nonnegative. -/
theorem gap_term_nonneg {H : V →ₗ[ℂ] V} (hH : H.IsSymmetric) {E : ℝ}
    (hE : E ∈ lowerBounds (energyLevels H)) (x : V) (i : Fin (Module.finrank ℂ V)) :
    0 ≤ (hH.eigenvalues rfl i - E) * ‖⟪hH.eigenvectorBasis rfl i, x⟫_ℂ‖ ^ 2 := by
  have hi : E ≤ hH.eigenvalues rfl i :=
    hE ⟨hH.eigenvectorBasis rfl i, (hH.eigenvectorBasis rfl).orthonormal.ne_zero i,
      hH.apply_eigenvectorBasis rfl i⟩
  exact mul_nonneg (sub_nonneg.mpr hi) (sq_nonneg _)
```

## Nonnegative curvature in all directions identifies the ground state

Suppose the curvature is nonnegative for every anti-Hermitian \(K\), and let \(\mu\) be a level with eigenvector \(\varphi\ne0\). The generator mixing \(\psi\) with \(\varphi\) gives \(2(\mu-E)\|\varphi\|^2\ge0\), hence \(\mu\ge E\). Conversely, if \(E\) is the lowest level, set \(x=K\psi\) in the expansion:

\[
\langle\psi,[[H,K],K]\psi\rangle=2\sum_i(\varepsilon_i-E)\,|\langle e_i,K\psi\rangle|^2\ge0 .
\]

```lean
/-- For Hermitian `H` and a unit eigenvector `ψ` with energy `E`, the double commutator has a
real and nonnegative expectation value for every anti-Hermitian `K` if and only if `E` is the
lowest eigenvalue of `H`. -/
theorem curvature_nonneg_iff_lowest {H : V →ₗ[ℂ] V} {ψ : V} {E : ℝ} (hH : H.IsSymmetric)
    (hψ : H ψ = (E : ℂ) • ψ) (hunit : ‖ψ‖ = 1) :
    (∀ K : V →ₗ[ℂ] V, IsAntiHermitian K →
      (curvature H K ψ).im = 0 ∧ 0 ≤ (curvature H K ψ).re) ↔
      IsLeast (energyLevels H) E := by
  constructor
  · intro h
    have hne : ψ ≠ 0 := by
      intro h0
      rw [h0, norm_zero] at hunit
      exact zero_ne_one hunit
    refine ⟨⟨ψ, hne, hψ⟩, ?_⟩
    -- a lower level would give a direction of negative curvature
    rintro μ ⟨φ, hφ0, hφ⟩
    have h1 := (h _ (rotation_antiHermitian ψ φ)).2
    rw [curvature_toward_level hH hψ hunit hφ, Complex.ofReal_re] at h1
    have h2 : 0 < ‖φ‖ ^ 2 := pow_pos (norm_pos_iff.mpr hφ0) 2
    by_contra hlt
    have h3 : μ - E < 0 := by linarith [not_le.mp hlt]
    linarith [mul_neg_of_neg_of_pos h3 h2]
  · intro hE K hK
    have hs := Finset.sum_nonneg fun i (_ : i ∈ Finset.univ) =>
      gap_term_nonneg hH hE.2 (K ψ) i
    have him : ∀ r : ℝ, (2 * (r : ℂ)).im = 0 := fun r => by simp
    have hre : ∀ r : ℝ, (2 * (r : ℂ)).re = 2 * r := fun r => by simp
    rw [curvature_eq hH hK hψ, gap_expansion hH]
    refine ⟨him _, ?_⟩
    rw [hre]
    linarith
```

Because `curvature` is complex-valued, nonnegativity is stated as a zero imaginary part together with a nonnegative real part. `IsLeast (energyLevels H) E` says that \(E\) is a level and that no level is smaller; degeneracy is allowed. The first half of the proof derives a contradiction from \(\mu<E\), and the second combines the curvature formula with the eigenbasis sum.

In one dimension every \(K\) is an imaginary number, all commutators vanish, and the only level is the lowest one, so both sides of the equivalence are true.

For full configuration interaction in a finite basis, the theorem means that an excited eigenstate always has a downhill direction, provided that all anti-Hermitian \(K\) on the many-electron space are admitted. If only orbital rotations are admitted, a ground state still has nonnegative curvature, but the generator leading to a lower state may be missing, and the converse argument then fails. Approximate wavefunctions that are not eigenstates of \(H\) do not satisfy the hypotheses.

## Directions in which a ground state has zero curvature

For the lowest level, a vanishing curvature is a vanishing sum of nonnegative terms. For each \(i\), either \(\varepsilon_i=E\) or \(\langle e_i,K\psi\rangle=0\). In both cases

\[
\langle e_i,(H-E)K\psi\rangle=(\varepsilon_i-E)\langle e_i,K\psi\rangle=0 ,
\]

so \((H-E)K\psi=0\). The reverse implication is immediate from the curvature formula.

```lean
/-- Let `H` be Hermitian with lowest eigenvalue `E`, `H ψ = E ψ` and `K` anti-Hermitian. The
curvature along `K` vanishes if and only if `H (K ψ) = E K ψ`. -/
theorem curvature_eq_zero_iff {H K : V →ₗ[ℂ] V} {ψ : V} {E : ℝ} (hH : H.IsSymmetric)
    (hK : IsAntiHermitian K) (hψ : H ψ = (E : ℂ) • ψ) (hE : IsLeast (energyLevels H) E) :
    curvature H K ψ = 0 ↔ H (K ψ) = (E : ℂ) • K ψ := by
  rw [curvature_eq hH hK hψ]
  constructor
  · intro h
    have h1 := (mul_eq_zero.mp h).resolve_left two_ne_zero
    rw [gap_expansion hH] at h1
    -- a vanishing sum of nonnegative terms vanishes term by term
    have h2 := (Finset.sum_eq_zero_iff_of_nonneg
      fun i _ => gap_term_nonneg hH hE.2 (K ψ) i).mp (Complex.ofReal_eq_zero.mp h1)
    apply sub_eq_zero.mp
    apply (inner_self_eq_zero (𝕜 := ℂ)).mp
    rw [← (hH.eigenvectorBasis rfl).sum_inner_mul_inner]
    refine Finset.sum_eq_zero fun i hi => ?_
    rw [gap_component hH E (K ψ) i]
    rcases mul_eq_zero.mp (h2 i hi) with h3 | h3
    · rw [h3, Complex.ofReal_zero, zero_mul, mul_zero]
    · rw [norm_eq_zero.mp (pow_eq_zero_iff two_ne_zero |>.mp h3), mul_zero, mul_zero]
  · intro h
    rw [h, sub_self, inner_zero_right, mul_zero]

end

end BrillouinSecondOrder
```

`Finset.sum_eq_zero_iff_of_nonneg` splits the sum into its terms, and `inner_self_eq_zero` turns the vanishing components into a vanishing vector. Physically, a flat direction changes \(\psi\) to first order only within the ground-state eigenspace: it alters the phase, mixes in degenerate partners, or leaves \(\psi\) unchanged.

The same argument with \(-H\) in place of \(H\) characterises the top of the spectrum: the curvature is nonpositive for every \(K\) exactly when \(E\) is the highest level. An eigenstate with levels both below and above it is therefore a saddle point of the energy. These two consequences are drawn here in prose and have no Lean proof above.

```lean
#print axioms BrillouinSecondOrder.curvature_rotation
#print axioms BrillouinSecondOrder.curvature_nonneg_iff_lowest
#print axioms BrillouinSecondOrder.curvature_eq_zero_iff
```

```
'BrillouinSecondOrder.curvature_rotation' depends on axioms: [propext, Classical.choice, Quot.sound]
'BrillouinSecondOrder.curvature_nonneg_iff_lowest' depends on axioms: [propext, Classical.choice, Quot.sound]
'BrillouinSecondOrder.curvature_eq_zero_iff' depends on axioms: [propext, Classical.choice, Quot.sound]
```
